# How often the Kondo scale exp(-1/(ρJ))/ρ meets the RKKY scale cρJ²: the threshold c = 4/e²

In a Kondo lattice, a local moment on each site is coupled to the conduction electrons by an antiferromagnetic exchange J S·s with J > 0, where S is the spin of the moment and s the conduction-electron spin at its site. Two tendencies compete. The conduction electrons can screen each moment, or they can carry an RKKY interaction between moments that favours magnetic order. Doniach's argument compares the energy scales of the two. With ρ > 0 the density of states per site and per spin direction at the Fermi level and 1/ρ standing for the bandwidth, take

T_K = exp(-1/(ρJ))/ρ,  T_RKKY = cρJ².

The dimensionless constant c > 0 stands for everything that sets the strength of the RKKY coupling apart from ρ and J, such as lattice geometry and band filling. At which couplings are the two scales equal?

## Reduction to one function and its maximum

Put x = ρJ. Dividing both scales by ρJ² > 0 turns T_RKKY into c and T_K into

r(x) = exp(-1/x)/x².

The scales are therefore equal exactly when r(x) = c, that is, when exp(-1/x) = cx². The claim is that this equation has no solution x > 0 if c > 4/e², only x = 1/2 if c = 4/e², and exactly two solutions if 0 < c < 4/e², one on each side of 1/2.

Since the derivative of -1/x is 1/x², the quotient rule gives

r′(x) = [exp(-1/x)·(1/x²)·x² - exp(-1/x)·2x]/x⁴ = exp(-1/x)(1 - 2x)/x⁴.

So r rises strictly on (0, 1/2], falls strictly on [1/2, ∞), and has its maximum at r(1/2) = e⁻²/(1/4) = 4/e² ≈ 0.541. This settles c > 4/e² and c = 4/e².

For 0 < c < 4/e², we need a point on each side of 1/2 where r is below c. At weak coupling, use eᵗ > t with t = 1/(3x). Taking reciprocals gives exp(-1/(3x)) < 3x, and cubing gives exp(-1/x) < 27x³, so

r(x) < 27x.

At a = c/27, which is less than 1/2, this yields r(a) < c. At strong coupling take b = 1 + 1/c. Then cb = 1 + c, and

cb² = (1 + c)b = b + cb > 1 > exp(-1/b),

so r(b) < c. Since r is continuous and r(1/2) > c, the intermediate value theorem gives a solution x₁ in (a, 1/2) and a solution x₂ in (1/2, b). Strict monotonicity on each side excludes any others. It also gives r > c between x₁ and x₂, and r < c outside.

In terms of J, the Kondo scale is the larger one exactly for x₁/ρ < J < x₂/ρ. The lower crossing is the one used to estimate where magnetic order gives way to screening in a Kondo lattice, within these two weak-coupling formulas. The upper crossing arises because exp(-1/x) saturates while x² keeps growing, and it should not be read as a return of magnetism.

## Computing the two crossings

A program can find x₁ and x₂ by bisection, with [c/27, 1/2] and [1/2, 1 + 1/c] as brackets. The logarithmic form 1/x + 2 ln x + ln c = 0 avoids underflow of the exponential at small x. There is also a closed form: with u = 1/(2x), the equation becomes u·exp(-u) = √c/2, so

x = -1/(2W(-√c/2)),

where W is the Lambert function. Its branch W₋₁ gives x₁ and its branch W₀ gives x₂. For c = 0.1 the values are x₁ ≈ 0.172 and x₂ ≈ 2.61. The closed form and these numbers are ordinary calculation, separate from the Lean development below.

## The two scales as real functions

```lean
import Mathlib

open Set

namespace DoniachComparison

noncomputable section
```

All quantities are real numbers, in units where temperature is measured as energy. The Kondo scale is defined with the exponent -1/(ρJ) and the prefactor 1/ρ.

```lean
/-- Kondo scale `exp(-1/(ρJ))/ρ` for density of states `ρ > 0` and exchange coupling `J > 0`,
with `1/ρ` as the bandwidth. -/
def kondoScale (ρ J : ℝ) : ℝ := Real.exp (-1 / (ρ * J)) / ρ
```

This fixes a convention: another normalisation of J, or a power of ρJ in front of the exponential, would in general move the threshold.

```lean
/-- RKKY scale `c ρ J²` with a dimensionless prefactor `c`. -/
def rkkyScale (c ρ J : ℝ) : ℝ := c * ρ * J ^ 2
```

The prefactor c is a free parameter, not computed from a band structure.

```lean
/-- The function `exp(-1/x)/x²` of the dimensionless coupling `x = ρJ`, for `x > 0`. -/
def scaleRatio (x : ℝ) : ℝ := Real.exp (-1 / x) / x ^ 2
```

`scaleRatio` is r. The next theorem says that, for positive ρ and J, either scale is the larger one exactly when r(ρJ) lies on the corresponding side of c.

```lean
/-- For `ρ > 0` and `J > 0`, comparing the Kondo and RKKY scales amounts to comparing `scaleRatio
(ρJ)` with the prefactor `c`. -/
theorem scale_comparison {c ρ J : ℝ} (hρ : 0 < ρ) (hJ : 0 < J) :
    (kondoScale ρ J < rkkyScale c ρ J ↔ scaleRatio (ρ * J) < c) ∧
    (rkkyScale c ρ J < kondoScale ρ J ↔ c < scaleRatio (ρ * J)) := by
  have hp : 0 < ρ * J ^ 2 := by positivity
  have hk : kondoScale ρ J = ρ * J ^ 2 * scaleRatio (ρ * J) := by
    unfold kondoScale scaleRatio
    generalize Real.exp (-1 / (ρ * J)) = E
    field_simp
  have hr : rkkyScale c ρ J = ρ * J ^ 2 * c := by
    unfold rkkyScale
    ring
  rw [hk, hr]
  exact ⟨⟨fun h => lt_of_mul_lt_mul_left h hp.le, fun h => mul_lt_mul_of_pos_left h hp⟩,
    ⟨fun h => lt_of_mul_lt_mul_left h hp.le, fun h => mul_lt_mul_of_pos_left h hp⟩⟩
```

The proof writes each scale as ρJ² times a second factor, r(ρJ) or c, and cancels the positive ρJ² from the inequalities.

## Slope, monotonicity and peak

```lean
/-- The slope of `scaleRatio` at `x > 0` is `exp(-1/x)(1 - 2x)/x⁴`. -/
theorem hasDerivAt_scaleRatio {x : ℝ} (hx : 0 < x) :
    HasDerivAt scaleRatio (Real.exp (-1 / x) * (1 - 2 * x) / x ^ 4) x := by
  have hne : x ≠ 0 := hx.ne'
  have h1 : HasDerivAt (fun y : ℝ => -1 / y) (1 / x ^ 2) x :=
    ((hasDerivAt_const x (-1 : ℝ)).fun_div (hasDerivAt_id' x) hne).congr_deriv (by ring)
  have h2 : HasDerivAt (fun y : ℝ => Real.exp (-1 / y))
      (Real.exp (-1 / x) * (1 / x ^ 2)) x := h1.exp
  have h3 : HasDerivAt (fun y : ℝ => y ^ 2) (2 * x) x := by
    simpa using hasDerivAt_pow 2 x
  have h4 := h2.fun_div h3 (pow_ne_zero 2 hne)
  have key : (Real.exp (-1 / x) * (1 / x ^ 2) * x ^ 2 - Real.exp (-1 / x) * (2 * x))
      / (x ^ 2) ^ 2 = Real.exp (-1 / x) * (1 - 2 * x) / x ^ 4 := by
    have e : Real.exp (-1 / x) * (1 / x ^ 2) * x ^ 2 = Real.exp (-1 / x) := by
      rw [mul_assoc, one_div_mul_cancel (pow_ne_zero 2 hne), mul_one]
    rw [e]
    ring
  exact h4.congr_deriv key
```

`HasDerivAt` states both that r is differentiable at x and what its slope is. The facts `h1` to `h4` follow the calculation by hand: the derivative of -1/y, the chain rule, the derivative of y², and the quotient rule. The identity `key` then simplifies the result.

```lean
/-- Among `x > 0`, `scaleRatio` increases strictly up to `x = 1/2` and decreases strictly from there
on. -/
theorem scaleRatio_monotonicity :
    StrictMonoOn scaleRatio (Ioc 0 (1 / 2)) ∧ StrictAntiOn scaleRatio (Ici (1 / 2)) := by
  constructor
  · refine strictMonoOn_of_deriv_pos (convex_Ioc _ _)
      (fun y hy => (hasDerivAt_scaleRatio hy.1).continuousAt.continuousWithinAt) ?_
    intro y hy
    rw [interior_Ioc] at hy
    have hy0 : 0 < y := hy.1
    have hs : 0 < 1 - 2 * y := by linarith [hy.2]
    rw [(hasDerivAt_scaleRatio hy0).deriv]
    positivity
  · have pos : ∀ y ∈ Ici (1 / 2 : ℝ), 0 < y := fun y hy =>
      lt_of_lt_of_le (by norm_num) (mem_Ici.mp hy)
    refine strictAntiOn_of_deriv_neg (convex_Ici _)
      (fun y hy => (hasDerivAt_scaleRatio (pos y hy)).continuousAt.continuousWithinAt) ?_
    intro y hy
    rw [interior_Ici] at hy
    have hy' : 1 / 2 < y := hy
    have hy0 : 0 < y := by linarith
    rw [(hasDerivAt_scaleRatio hy0).deriv]
    exact div_neg_of_neg_of_pos
      (mul_neg_of_pos_of_neg (Real.exp_pos _) (by linarith)) (by positivity)
```

`Ioc 0 (1 / 2)` is the interval (0, 1/2] and `Ici (1 / 2)` is [1/2, ∞). Mathlib's monotonicity criteria ask for continuity on the interval and a definite sign of the derivative in its interior. The sign is that of 1 - 2y.

```lean
/-- `scaleRatio` equals `4/e²` at `x = 1/2` and is strictly smaller at every other `x > 0`. -/
theorem scaleRatio_peak : scaleRatio (1 / 2) = 4 / Real.exp 2 ∧
    ∀ x, 0 < x → x ≠ 1 / 2 → scaleRatio x < 4 / Real.exp 2 := by
  have hv : scaleRatio (1 / 2) = 4 / Real.exp 2 := by
    unfold scaleRatio
    rw [show (-1 : ℝ) / (1 / 2) = -2 by norm_num, Real.exp_neg]
    ring
  refine ⟨hv, fun x hx hne => ?_⟩
  rw [← hv]
  rcases lt_or_gt_of_ne hne with h | h
  · exact scaleRatio_monotonicity.1 ⟨hx, h.le⟩ ⟨by norm_num, le_refl _⟩ h
  · exact scaleRatio_monotonicity.2 (mem_Ici.mpr le_rfl) (mem_Ici.mpr h.le) h
```

Here `Real.exp 2` is e². The value at 1/2 is computed directly, and any other x > 0 is compared with 1/2 on the rising or the falling side.

## Bounds and the two crossings

```lean
/-- At every coupling `x > 0`, `scaleRatio x` lies below `27 x`. -/
theorem scaleRatio_lt_linear {x : ℝ} (hx : 0 < x) : scaleRatio x < 27 * x := by
  have h : 1 / (3 * x) < Real.exp (1 / (3 * x)) := by
    linarith [Real.add_one_le_exp (1 / (3 * x))]
  have ht : Real.exp (-(1 / (3 * x))) < 3 * x := by
    rw [Real.exp_neg, inv_lt_comm₀ (Real.exp_pos _) (by positivity)]
    simpa only [one_div] using h
  -- the Kondo exponential is the cube of the one just bounded
  have h3 : Real.exp (-1 / x) = Real.exp (-(1 / (3 * x))) ^ 3 := by
    rw [← Real.exp_nat_mul]
    congr 1
    push_cast
    ring
  unfold scaleRatio
  rw [div_lt_iff₀ (by positivity), h3]
  calc Real.exp (-(1 / (3 * x))) ^ 3 < (3 * x) ^ 3 :=
        pow_lt_pow_left₀ ht (Real.exp_pos _).le (by norm_num)
    _ = 27 * x * x ^ 2 := by ring
```

`h` is eᵗ > t at t = 1/(3x), obtained from eᵗ ≥ t + 1. `ht` is its reciprocal form, and `h3` identifies exp(-1/x) as a cube, so cubing `ht` gives the bound.

```lean
/-- For `0 < c < 4/e²` there are couplings `x₁ < 1/2 < x₂` where `scaleRatio` equals `c`; it is
above `c` exactly between them and below `c` exactly outside, among all `x > 0`. -/
theorem kondo_window {c : ℝ} (hc : 0 < c) (hlt : c < 4 / Real.exp 2) :
    ∃ x₁ x₂ : ℝ, 0 < x₁ ∧ x₁ < 1 / 2 ∧ 1 / 2 < x₂ ∧ scaleRatio x₁ = c ∧ scaleRatio x₂ = c ∧
      ∀ x, 0 < x → (scaleRatio x < c ↔ x < x₁ ∨ x₂ < x) ∧
        (c < scaleRatio x ↔ x₁ < x ∧ x < x₂) := by
  obtain ⟨mono, anti⟩ := scaleRatio_monotonicity
  have hv := scaleRatio_peak.1
  -- a weak coupling where the ratio is below `c`
  obtain ⟨a, ha0, ha, hac⟩ : ∃ a : ℝ, 0 < a ∧ a ≤ 1 / 2 ∧ 27 * a ≤ c :=
    ⟨min (c / 27) (1 / 2), lt_min (by positivity) (by norm_num), min_le_right _ _, by
      linarith [min_le_left (c / 27) (1 / 2 : ℝ)]⟩
  have hra : scaleRatio a < c := lt_of_lt_of_le (scaleRatio_lt_linear ha0) hac
  -- a strong coupling where the ratio is below `c`
  obtain ⟨b, hb, hcb⟩ : ∃ b : ℝ, 1 < b ∧ c * b = 1 + c :=
    ⟨1 / c + 1, by linarith [one_div_pos.mpr hc], by
      rw [mul_add, mul_one_div_cancel hc.ne', mul_one]⟩
  have hb0 : 0 < b := by linarith
  have hrb : scaleRatio b < c := by
    unfold scaleRatio
    rw [div_lt_iff₀ (by positivity)]
    have h1 : Real.exp (-1 / b) < 1 :=
      Real.exp_lt_one_iff.mpr (div_neg_of_neg_of_pos (by norm_num) hb0)
    have h2 : c * b ^ 2 = b + c * b := by
      calc c * b ^ 2 = (c * b) * b := by ring
        _ = (1 + c) * b := by rw [hcb]
        _ = b + c * b := by ring
    linarith
  have cont : ∀ u v : ℝ, 0 < u → ContinuousOn scaleRatio (Icc u v) := fun u v hu y hy =>
    (hasDerivAt_scaleRatio (lt_of_lt_of_le hu hy.1)).continuousAt.continuousWithinAt
  obtain ⟨x₁, hx₁, h1⟩ := intermediate_value_Icc ha (cont a _ ha0)
    ⟨hra.le, by rw [hv]; exact hlt.le⟩
  obtain ⟨x₂, hx₂, h2⟩ := intermediate_value_Icc' (by linarith : (1 / 2 : ℝ) ≤ b)
    (cont _ b (by norm_num)) ⟨hrb.le, by rw [hv]; exact hlt.le⟩
  have off : ∀ y, scaleRatio y = c → y ≠ 1 / 2 := fun y hy e => by
    rw [e, hv] at hy
    exact hlt.ne' hy
  have p0 : 0 < x₁ := lt_of_lt_of_le ha0 hx₁.1
  have p1 : x₁ < 1 / 2 := lt_of_le_of_ne hx₁.2 (off _ h1)
  have p2 : 1 / 2 < x₂ := lt_of_le_of_ne hx₂.1 (off _ h2).symm
  refine ⟨x₁, x₂, p0, p1, p2, h1, h2, fun x hx => ?_⟩
  have A : x < x₁ → scaleRatio x < c := fun h =>
    h1 ▸ mono ⟨hx, (h.trans p1).le⟩ ⟨p0, p1.le⟩ h
  have C : x₂ < x → scaleRatio x < c := fun h =>
    h2 ▸ anti (mem_Ici.mpr p2.le) (mem_Ici.mpr (p2.trans h).le) h
  have B : x₁ < x → x < x₂ → c < scaleRatio x := fun h h' => by
    rcases le_total x (1 / 2) with hm | hm
    · exact h1 ▸ mono ⟨p0, p1.le⟩ ⟨hx, hm⟩ h
    · exact h2 ▸ anti (mem_Ici.mpr hm) (mem_Ici.mpr p2.le) h'
  refine ⟨⟨fun h => ?_, fun h => h.elim A C⟩, ⟨fun h => ⟨?_, ?_⟩, fun h => B h.1 h.2⟩⟩
  · by_contra hn
    rw [not_or, not_lt, not_lt] at hn
    rcases hn.1.eq_or_lt with e | p
    · exact h.ne (e ▸ h1)
    rcases hn.2.eq_or_lt with e | q
    · exact h.ne (e.symm ▸ h2)
    exact lt_asymm h (B p q)
  · by_contra hn
    rcases (not_lt.mp hn).eq_or_lt with e | p
    · exact h.ne' (e.symm ▸ h1)
    · exact lt_asymm h (A p)
  · by_contra hn
    rcases (not_lt.mp hn).eq_or_lt with e | p
    · exact h.ne' (e ▸ h2)
    · exact lt_asymm h (C p)
```

This theorem gives the crossings together with the sign of r - c at every x > 0. The weak-coupling point `a` is the minimum of c/27 and 1/2, which saves checking that c/27 is the smaller. The point `b` is the same as in the derivation. The two forms of the intermediate value theorem serve the rising and the falling branch. Since r(1/2) is not c, neither crossing sits at 1/2.

The facts `A`, `B` and `C` treat x below x₁, between the crossings, and above x₂. They give one direction of each equivalence. The other direction goes by contradiction: if x were in the wrong range, r(x) would equal c or lie on the wrong side of it.

## Counting the solutions

```lean
/-- Doniach comparison: `exp(-1/x) = c x²` has no solution `x > 0` for `c > 4/e²`, only `x = 1/2`
for `c = 4/e²`, and exactly two for `0 < c < 4/e²`, one on each side of `1/2`. -/
theorem doniach_crossings {c : ℝ} (hc : 0 < c) :
    (4 / Real.exp 2 < c → ∀ x, 0 < x → Real.exp (-1 / x) ≠ c * x ^ 2) ∧
    (c = 4 / Real.exp 2 → ∀ x, 0 < x → (Real.exp (-1 / x) = c * x ^ 2 ↔ x = 1 / 2)) ∧
    (c < 4 / Real.exp 2 → ∃ x₁ x₂ : ℝ, 0 < x₁ ∧ x₁ < 1 / 2 ∧ 1 / 2 < x₂ ∧
      ∀ x, 0 < x → (Real.exp (-1 / x) = c * x ^ 2 ↔ x = x₁ ∨ x = x₂)) := by
  obtain ⟨hv, hpeak⟩ := scaleRatio_peak
  have key : ∀ x, 0 < x → (Real.exp (-1 / x) = c * x ^ 2 ↔ scaleRatio x = c) := fun x hx =>
    (div_eq_iff (pow_ne_zero 2 hx.ne')).symm
  refine ⟨fun h x hx he => ?_, fun h x hx => ?_, fun h => ?_⟩
  · have hr := (key x hx).mp he
    by_cases e : x = 1 / 2
    · rw [e, hv] at hr
      exact h.ne hr
    · linarith [hpeak x hx e]
  · rw [key x hx]
    refine ⟨fun hr => ?_, fun e => by rw [e, hv, h]⟩
    by_contra e
    linarith [hpeak x hx e]
  · obtain ⟨x₁, x₂, p0, p1, p2, h1, h2, hw⟩ := kondo_window hc h
    refine ⟨x₁, x₂, p0, p1, p2, fun x hx => ?_⟩
    rw [key x hx]
    refine ⟨fun hr => ?_, fun e => e.elim (fun e => e ▸ h1) (fun e => e ▸ h2)⟩
    -- a crossing can lie neither outside the window nor strictly inside it
    have ho := fun q => ((hw x hx).1.mpr q).ne hr
    have hi := fun q => ((hw x hx).2.mpr q).ne' hr
    rcases lt_trichotomy x x₁ with q | q | q
    · exact (ho (Or.inl q)).elim
    · exact Or.inl q
    · rcases lt_trichotomy x x₂ with s | s | s
      · exact (hi ⟨q, s⟩).elim
      · exact Or.inr s
      · exact (ho (Or.inr s)).elim
```

The three parts are the three cases of the claim, under the hypothesis c > 0. In the last part, "exactly two" is expressed by an equivalence: a positive x solves the equation if and only if it is x₁ or x₂, and these differ because 1/2 separates them. The proof converts the equation to r(x) = c. The peak theorem handles the first two cases. In the third, comparing x with x₁ and x₂ leaves only the crossings themselves, since everywhere else `kondo_window` makes r(x) strictly larger or smaller than c.

## Which scale is larger at a given J

```lean
/-- Let `ρ > 0` and `0 < c < 4/e²`. Among couplings `J > 0`, the Kondo scale exceeds the RKKY scale
exactly in a window `J₁ < J < J₂` with `ρJ₁ < 1/2 < ρJ₂`, and the RKKY scale is the larger one
exactly for `J < J₁` or `J > J₂`. -/
theorem doniach_regimes {c ρ : ℝ} (hρ : 0 < ρ) (hc : 0 < c) (hlt : c < 4 / Real.exp 2) :
    ∃ J₁ J₂ : ℝ, 0 < J₁ ∧ ρ * J₁ < 1 / 2 ∧ 1 / 2 < ρ * J₂ ∧ ∀ J, 0 < J →
      (kondoScale ρ J < rkkyScale c ρ J ↔ J < J₁ ∨ J₂ < J) ∧
      (rkkyScale c ρ J < kondoScale ρ J ↔ J₁ < J ∧ J < J₂) := by
  obtain ⟨x₁, x₂, p0, p1, p2, -, -, hw⟩ := kondo_window hc hlt
  have e : ∀ y : ℝ, ρ * (y / ρ) = y := fun y => by field_simp
  refine ⟨x₁ / ρ, x₂ / ρ, div_pos p0 hρ, by rwa [e], by rwa [e], fun J hJ => ?_⟩
  rw [(scale_comparison hρ hJ).1, (scale_comparison hρ hJ).2, (hw _ (mul_pos hρ hJ)).1,
    (hw _ (mul_pos hρ hJ)).2, lt_div_iff₀' hρ, div_lt_iff₀' hρ, div_lt_iff₀' hρ,
    lt_div_iff₀' hρ]
  exact ⟨Iff.rfl, Iff.rfl⟩
```

The endpoints are J₁ = x₁/ρ and J₂ = x₂/ρ, and the proof rescales the inequalities of `kondo_window` by ρ. At J₁ and J₂ neither scale exceeds the other, so they are equal.

```lean
/-- For `ρ > 0` and `c > 4/e²` the RKKY scale exceeds the Kondo scale at every coupling `J > 0`. -/
theorem rkky_always_larger {c ρ J : ℝ} (hρ : 0 < ρ) (hJ : 0 < J) (h : 4 / Real.exp 2 < c) :
    kondoScale ρ J < rkkyScale c ρ J := by
  rw [(scale_comparison hρ hJ).1]
  by_cases e : ρ * J = 1 / 2
  · rw [e, scaleRatio_peak.1]
    exact h
  · exact (scaleRatio_peak.2 _ (mul_pos hρ hJ) e).trans h

end

end DoniachComparison
```

Above the threshold, r(ρJ) is at most 4/e² and hence below c, so the RKKY scale is larger at every J > 0.

These theorems compare two given formulas. They do not derive either scale from the Kondo lattice Hamiltonian, and they do not establish a phase transition or determine the ground state. Near x = 1/2 and beyond, the weak-coupling forms are themselves no longer controlled.

```lean
#print axioms DoniachComparison.doniach_crossings
#print axioms DoniachComparison.doniach_regimes
#print axioms DoniachComparison.rkky_always_larger
```

```
'DoniachComparison.doniach_crossings' depends on axioms: [propext, Classical.choice, Quot.sound]
'DoniachComparison.doniach_regimes' depends on axioms: [propext, Classical.choice, Quot.sound]
'DoniachComparison.rkky_always_larger' depends on axioms: [propext, Classical.choice, Quot.sound]
```
